# Fixed positive potentials V₁ < V₂ in a linearised Poisson–Boltzmann gap attract exactly when kL < ln(V₂/V₁)

## Two positive electrodes that pull on each other

If I read the direction of the force off the signs of the potentials, I get it wrong at short distance, or else my solver does. I hold two flat electrodes in an electrolyte at +10 mV and +20 mV relative to the bulk and solve the linearised Poisson–Boltzmann equation between them. Both potentials are positive, so I expected repulsion at every separation. Instead the pressure turns negative once the gap is narrower than about 0.7 Debye lengths. Is this a sign error, or does it depend on where in the gap I evaluate the pressure?

## The sign changes at kL = ln(V₂/V₁), at every point of the gap

It is neither. With \(V_2/V_1=2\) the force changes direction at \(kL=\ln 2\approx 0.69\), where \(k\) is the inverse Debye length and \(L\) the separation. In a narrow gap the potential has to climb from \(V_1\) to \(V_2\) over a short distance, and the Maxwell tension of that steep field outweighs the osmotic pressure of the ions.

Let \(f\) be the potential relative to the bulk electrolyte and \(g=f'\) its slope, with \(f''=k^2f\) on \([0,L]\), \(f(0)=V_1\) and \(f(L)=V_2\). The reduced pressure is

\[
P=k^2f^2-g^2 .
\]

Multiplied by half the permittivity, it is the normal pressure in excess of the bulk reservoir, so positive \(P\) means repulsion.

**The pressure is constant.** Differentiating gives \(P'=2k^2fg-2gg'=2k^2fg-2k^2fg=0\).

**The slope at the first electrode.** For \(s=\pm k\),

\[
\frac{d}{dx}\Big[(g+sf)e^{-sx}\Big]=(k^2f+sg-sg-s^2f)e^{-sx}=0 .
\]

Equating the values at \(x=L\) and \(x=0\) for both signs, and moving the exponentials to the right, gives

\[
g(L)+kV_2=(g(0)+kV_1)e^{kL},\qquad g(L)-kV_2=(g(0)-kV_1)e^{-kL}.
\]

Half the difference of these equations is \(kV_2=g(0)\sinh kL+kV_1\cosh kL\), so

\[
g(0)\sinh kL=k(V_2-V_1\cosh kL).
\]

**The closed form.** Evaluate \(P\) at \(x=0\), multiply by \(\sinh^2kL\), and use \(\cosh^2-\sinh^2=1\):

\[
P\sinh^2kL=k^2\big[V_1^2\sinh^2kL-(V_2-V_1\cosh kL)^2\big]
=k^2\big[2V_1V_2\cosh kL-V_1^2-V_2^2\big].
\]

**The sign.** If \(V_1V_2>0\), then

\[
\cosh\ln\frac{V_2}{V_1}=\frac12\Big(\frac{V_2}{V_1}+\frac{V_1}{V_2}\Big)=\frac{V_1^2+V_2^2}{2V_1V_2},
\]

and therefore

\[
P=\frac{2k^2V_1V_2}{\sinh^2kL}\Big(\cosh kL-\cosh\ln\frac{V_2}{V_1}\Big).
\]

The prefactor is positive and \(\cosh\) grows with the absolute value of its argument, so \(P>0\) exactly when \(kL>|\ln(V_2/V_1)|\), and \(P<0\) exactly when \(kL<|\ln(V_2/V_1)|\). For \(0<V_1<V_2\) the logarithm is already positive.

If instead \(V_1V_2\le0\) and \(V_1\ne V_2\), the bracket in the closed form equals \(-(V_1-V_2)^2+2V_1V_2(\cosh kL-1)\), which is negative at every separation.

Here is the same argument in Lean 4.

```lean
import Mathlib

open Set

namespace UnequalElectrodes

noncomputable section

/-- The potential `f` with slope `g` solves the linearised Poisson–Boltzmann equation
`f'' = k² f` on the gap `[0, L]`, with electrode potentials `V₁` at `0` and `V₂` at `L`. -/
structure IsGapPotential (k L V₁ V₂ : ℝ) (f g : ℝ → ℝ) : Prop where
  slope : ∀ x ∈ Icc 0 L, HasDerivWithinAt f (g x) (Icc 0 L) x
  screening : ∀ x ∈ Icc 0 L, HasDerivWithinAt g (k ^ 2 * f x) (Icc 0 L) x
  left : f 0 = V₁
  right : f L = V₂

/-- The reduced pressure `k² f² - f'²` at `x`: osmotic term minus Maxwell tension.
Positive values push the electrodes apart, negative values pull them together. -/
def reducedPressure (k : ℝ) (f g : ℝ → ℝ) (x : ℝ) : ℝ :=
  k ^ 2 * f x ^ 2 - g x ^ 2

/-- The explicit potential profile between the electrodes, for `k * L ≠ 0`. -/
def gapProfile (k L V₁ V₂ x : ℝ) : ℝ :=
  (V₁ * Real.sinh (k * (L - x)) + V₂ * Real.sinh (k * x)) / Real.sinh (k * L)

/-- The slope of the explicit potential profile, for `k * L ≠ 0`. -/
def gapSlope (k L V₁ V₂ x : ℝ) : ℝ :=
  k * (V₂ * Real.cosh (k * x) - V₁ * Real.cosh (k * (L - x))) / Real.sinh (k * L)

variable {k L V₁ V₂ : ℝ} {f g : ℝ → ℝ}

/-- A quantity whose derivative vanishes throughout a gap of positive width keeps the value
it has at the first electrode. -/
theorem constant_across_gap {u : ℝ → ℝ} (hL : 0 < L)
    (hu : ∀ x ∈ Icc 0 L, HasDerivWithinAt u 0 (Icc 0 L) x) :
    ∀ x ∈ Icc 0 L, u x = u 0 :=
  constant_of_derivWithin_zero (fun x hx => (hu x hx).differentiableWithinAt)
    (fun x hx => (hu x (Ico_subset_Icc_self hx)).derivWithin
      (uniqueDiffOn_Icc hL x (Ico_subset_Icc_self hx)))

/-- The reduced pressure has the same value everywhere in a gap of positive width. -/
theorem pressure_constant (hL : 0 < L) (h : IsGapPotential k L V₁ V₂ f g) :
    ∀ x ∈ Icc 0 L, reducedPressure k f g x = reducedPressure k f g 0 := by
  intro x hx
  have hc : k ^ 2 * (f x * f x) - g x * g x = k ^ 2 * (f 0 * f 0) - g 0 * g 0 := by
    refine constant_across_gap (u := fun y => k ^ 2 * (f y * f y) - g y * g y) hL ?_ x hx
    intro y hy
    have hf := h.slope y hy
    have hg := h.screening y hy
    -- the osmotic and the Maxwell contributions cancel
    exact (((hf.mul hf).const_mul (k ^ 2)).sub (hg.mul hg)).congr_deriv (by ring)
  unfold reducedPressure
  linear_combination hc

/-- For `s² = k²`, the combination `(f' + s f) exp(-s x)` takes the same value at both
electrodes of a gap of positive width. -/
theorem mode_conserved {s : ℝ} (hs : s ^ 2 = k ^ 2) (hL : 0 < L)
    (h : IsGapPotential k L V₁ V₂ f g) :
    (g L + s * V₂) * Real.exp (-(s * L)) = g 0 + s * V₁ := by
  have hc : (g L + s * f L) * Real.exp (-(s * L))
      = (g 0 + s * f 0) * Real.exp (-(s * 0)) := by
    refine constant_across_gap (u := fun y => (g y + s * f y) * Real.exp (-(s * y)))
      hL ?_ L ⟨hL.le, le_rfl⟩
    intro y hy
    have he : HasDerivAt (fun y => Real.exp (-(s * y))) (Real.exp (-(s * y)) * (-s)) y :=
      (((hasDerivAt_id y).const_mul s).fun_neg.exp).congr_deriv (by simp)
    have hm := ((h.screening y hy).add ((h.slope y hy).const_mul s)).mul he.hasDerivWithinAt
    refine hm.congr_deriv ?_
    simp only [Pi.add_apply]
    linear_combination (-(f y * Real.exp (-(s * y)))) * hs
  rw [h.left, h.right, mul_zero, neg_zero, Real.exp_zero, mul_one] at hc
  exact hc

/-- The closed form of the reduced pressure in terms of the two electrode potentials, for
positive inverse screening length `k` and separation `L`. -/
theorem pressure_formula (hk : 0 < k) (hL : 0 < L) (h : IsGapPotential k L V₁ V₂ f g)
    {x : ℝ} (hx : x ∈ Icc 0 L) :
    reducedPressure k f g x =
      k ^ 2 * (2 * V₁ * V₂ * Real.cosh (k * L) - V₁ ^ 2 - V₂ ^ 2) / Real.sinh (k * L) ^ 2 := by
  have hS : 0 < Real.sinh (k * L) := Real.sinh_pos_iff.2 (mul_pos hk hL)
  -- the growing and decaying modes fix the slope at the first electrode
  have h1 := mode_conserved (s := k) rfl hL h
  have h2 := mode_conserved (s := -k) (by ring) hL h
  rw [show -(-k * L) = k * L by ring] at h2
  have hE : Real.exp (k * L) * Real.exp (-(k * L)) = 1 := by
    rw [← Real.exp_add, add_neg_cancel, Real.exp_zero]
  have hg : g 0 * Real.sinh (k * L) = k * (V₂ - V₁ * Real.cosh (k * L)) := by
    rw [Real.sinh_eq, Real.cosh_eq]
    linear_combination (-Real.exp (k * L) / 2) * h1 + (Real.exp (-(k * L)) / 2) * h2
      + k * V₂ * hE
  have hC := Real.cosh_sq (k * L)
  rw [pressure_constant hL h x hx, eq_div_iff (pow_pos hS 2).ne']
  unfold reducedPressure
  rw [h.left]
  linear_combination
    (-(g 0 * Real.sinh (k * L) + k * (V₂ - V₁ * Real.cosh (k * L)))) * hg
      - k ^ 2 * V₁ ^ 2 * hC

/-- For electrode potentials of the same sign and `k, L > 0`, the reduced pressure is positive
exactly when `k L > |ln (V₂/V₁)|` and negative exactly when `k L < |ln (V₂/V₁)|`. -/
theorem pressure_sign_same_sign (hk : 0 < k) (hL : 0 < L) (hV : 0 < V₁ * V₂)
    (h : IsGapPotential k L V₁ V₂ f g) {x : ℝ} (hx : x ∈ Icc 0 L) :
    (0 < reducedPressure k f g x ↔ |Real.log (V₂ / V₁)| < k * L) ∧
      (reducedPressure k f g x < 0 ↔ k * L < |Real.log (V₂ / V₁)|) := by
  have hkL : 0 < k * L := mul_pos hk hL
  have hS : 0 < Real.sinh (k * L) := Real.sinh_pos_iff.2 hkL
  have n1 : V₁ ≠ 0 := left_ne_zero_of_mul hV.ne'
  have n2 : V₂ ≠ 0 := right_ne_zero_of_mul hV.ne'
  have hr : 0 < V₂ / V₁ := by
    have e : V₂ / V₁ = V₁ * V₂ / V₁ ^ 2 := by field_simp
    rw [e]
    exact div_pos hV (by positivity)
  have hlog : 2 * V₁ * V₂ * Real.cosh (Real.log (V₂ / V₁)) = V₁ ^ 2 + V₂ ^ 2 := by
    rw [Real.cosh_eq, Real.exp_neg, Real.exp_log hr]
    field_simp
    ring
  have hc : 0 < 2 * k ^ 2 * (V₁ * V₂) / Real.sinh (k * L) ^ 2 :=
    div_pos (mul_pos (by positivity) hV) (pow_pos hS 2)
  -- the sign is decided by comparing two hyperbolic cosines
  have key : reducedPressure k f g x = 2 * k ^ 2 * (V₁ * V₂) / Real.sinh (k * L) ^ 2 *
      (Real.cosh (k * L) - Real.cosh (Real.log (V₂ / V₁))) := by
    rw [pressure_formula hk hL h hx]
    linear_combination (k ^ 2 / Real.sinh (k * L) ^ 2) * hlog
  constructor
  · rw [key, mul_pos_iff_of_pos_left hc, sub_pos, Real.cosh_lt_cosh, abs_of_pos hkL]
  · rw [← neg_pos, key, ← mul_neg, neg_sub, mul_pos_iff_of_pos_left hc, sub_pos,
      Real.cosh_lt_cosh, abs_of_pos hkL]

/-- For `0 < V₁ < V₂` and `k, L > 0` the gap has a single reduced pressure `p`, repulsive
exactly when `k L > ln (V₂/V₁)` and attractive exactly when `k L < ln (V₂/V₁)`. -/
theorem attraction_at_short_separation (hk : 0 < k) (hL : 0 < L) (h1 : 0 < V₁)
    (h12 : V₁ < V₂) (h : IsGapPotential k L V₁ V₂ f g) :
    ∃ p : ℝ, (∀ x ∈ Icc 0 L, reducedPressure k f g x = p) ∧
      (0 < p ↔ Real.log (V₂ / V₁) < k * L) ∧ (p < 0 ↔ k * L < Real.log (V₂ / V₁)) := by
  have hlog : 0 < Real.log (V₂ / V₁) := Real.log_pos ((one_lt_div h1).2 h12)
  have hs := pressure_sign_same_sign hk hL (mul_pos h1 (h1.trans h12)) h
    (x := 0) ⟨le_rfl, hL.le⟩
  rw [abs_of_pos hlog] at hs
  exact ⟨reducedPressure k f g 0, pressure_constant hL h, hs⟩

/-- Distinct electrode potentials that have opposite signs, or one of which is zero, give a
negative reduced pressure at every separation `L > 0`, for `k > 0`. -/
theorem attraction_opposite_sign (hk : 0 < k) (hL : 0 < L) (hV : V₁ * V₂ ≤ 0)
    (hne : V₁ ≠ V₂) (h : IsGapPotential k L V₁ V₂ f g) {x : ℝ} (hx : x ∈ Icc 0 L) :
    reducedPressure k f g x < 0 := by
  have hS : 0 < Real.sinh (k * L) := Real.sinh_pos_iff.2 (mul_pos hk hL)
  have hd : 0 < (V₁ - V₂) ^ 2 := by
    have := sub_ne_zero.2 hne
    positivity
  have hm := mul_nonneg (neg_nonneg.2 hV) (sub_nonneg.2 (Real.one_le_cosh (k * L)))
  rw [pressure_formula hk hL h hx]
  exact div_neg_of_neg_of_pos (mul_neg_of_pos_of_neg (pow_pos hk 2) (by nlinarith))
    (pow_pos hS 2)

/-- For `k, L > 0` and any electrode potentials, the explicit hyperbolic-sine profile solves
the gap problem. -/
theorem isGapPotential_witness (hk : 0 < k) (hL : 0 < L) (V₁ V₂ : ℝ) :
    IsGapPotential k L V₁ V₂ (gapProfile k L V₁ V₂) (gapSlope k L V₁ V₂) := by
  have hS : Real.sinh (k * L) ≠ 0 := (Real.sinh_pos_iff.2 (mul_pos hk hL)).ne'
  have a (x : ℝ) : HasDerivAt (fun y => k * (L - y)) (-k) x :=
    (((hasDerivAt_id x).const_sub L).const_mul k).congr_deriv (by ring)
  have b (x : ℝ) : HasDerivAt (fun y => k * y) k x :=
    ((hasDerivAt_id x).const_mul k).congr_deriv (by ring)
  refine ⟨fun x _ => ?_, fun x _ => ?_, ?_, ?_⟩
  · have hd := (((a x).sinh.const_mul V₁).fun_add ((b x).sinh.const_mul V₂)).div_const
      (Real.sinh (k * L))
    exact hd.hasDerivWithinAt.congr_deriv (by unfold gapSlope; ring)
  · have hd := ((((b x).cosh.const_mul V₂).fun_sub ((a x).cosh.const_mul V₁)).const_mul
      k).div_const (Real.sinh (k * L))
    exact hd.hasDerivWithinAt.congr_deriv (by unfold gapProfile; ring)
  · unfold gapProfile
    rw [sub_zero, mul_zero, Real.sinh_zero, mul_zero, add_zero, mul_div_assoc,
      div_self hS, mul_one]
  · unfold gapProfile
    rw [sub_self, mul_zero, Real.sinh_zero, mul_zero, zero_add, mul_div_assoc,
      div_self hS, mul_one]

end

end UnequalElectrodes
```

```lean
#print axioms UnequalElectrodes.attraction_at_short_separation
-- 'UnequalElectrodes.attraction_at_short_separation' depends on axioms: [propext, Classical.choice, Quot.sound]
#print axioms UnequalElectrodes.attraction_opposite_sign
-- 'UnequalElectrodes.attraction_opposite_sign' depends on axioms: [propext, Classical.choice, Quot.sound]
```

### What the Lean statements say about the electrodes

`IsGapPotential k L V₁ V₂ f g` collects the physical assumptions. Its field `slope` says that `g` is the derivative of `f`, `screening` says that the derivative of `g` is \(k^2f\), and `left` and `right` fix the electrode potentials. The derivatives are taken within `Icc 0 L`, the closed interval \([0,L]\), so they are one-sided at the electrodes, and the values of `f` and `g` outside the gap play no role.

The main theorem, `attraction_at_short_separation`, assumes \(k>0\), \(L>0\) and \(0<V_1<V_2\). The condition on \(k\) stands for an electrolyte with mobile ions and hence a finite screening length. The theorem provides one number \(p\) that is the reduced pressure at every point of the gap. It is positive if and only if \(\ln(V_2/V_1)<kL\), and negative if and only if \(kL<\ln(V_2/V_1)\); at equality it is therefore zero.

`pressure_sign_same_sign` treats any two potentials of equal sign, including two negative ones. Equal potentials give \(\ln 1=0\), hence repulsion at every separation. `attraction_opposite_sign` handles distinct potentials of opposite sign, or with one of them zero. These theorems apply to any solution of the gap problem, and `isGapPotential_witness` shows that one exists for all \(k,L>0\) and all electrode potentials:

\[
f(x)=\frac{V_1\sinh k(L-x)+V_2\sinh kx}{\sinh kL}.
\]

The zero of potential matters, because the screening term \(k^2f\) refers to the bulk electrolyte. Adding the same positive constant to two potentials \(0<V_1<V_2\) lowers the ratio \(V_2/V_1\), and with it the crossover separation. The expression for the pressure is a definition here, not derived from a free energy. The model is planar and linearised, which suits potentials small compared with the thermal voltage, and it leaves out finite ion size, adsorbed layers and dispersion forces.

For a numerical solution of this linearised planar model with fixed potentials \(0<V_1<V_2\), the result gives two checks: up to discretisation error, the computed \(P\) should be flat across the grid, and it should change sign at \(kL=\ln(V_2/V_1)\).

### From conserved quantities to the sign

`constant_across_gap` supplies the calculus: a function with zero derivative throughout the gap keeps its value at \(x=0\). `pressure_constant` applies it to \(P\), where the product rule produces the osmotic and Maxwell terms and `ring` confirms that they cancel. `mode_conserved` applies it to \((g+sf)e^{-sx}\), and the assumption \(s^2=k^2\) removes the remaining term.

In `pressure_formula`, the two choices \(s=k\) and \(s=-k\) become `h1` and `h2`. Their combination `hg` is the equation for \(g(0)\sinh kL\). The last `linear_combination` squares that equation, by multiplying the difference of its two sides by their sum, and inserts \(\cosh^2=\sinh^2+1\).

In `pressure_sign_same_sign`, `hlog` is the identity for \(\cosh\ln(V_2/V_1)\), and `key` is the factored form of \(P\). After the positive prefactor is removed, `Real.cosh_lt_cosh` turns the comparison of hyperbolic cosines into one of absolute values. The main theorem then drops the absolute value around the logarithm and takes \(p\) to be the pressure at \(x=0\).

For `attraction_opposite_sign`, `hd` states that \((V_1-V_2)^2\) is positive and `hm` that \(-V_1V_2(\cosh kL-1)\) is non-negative; `nlinarith` combines them to make the bracket negative. The proof of `isGapPotential_witness` differentiates the explicit profile twice and evaluates it at both ends.

### Fixed charge instead of fixed potential

The surfaces could also have been modelled with prescribed charge densities \(\sigma_1\) and \(\sigma_2\), as for insulating walls with no field behind them. The fields `left` and `right` would then fix the slopes, \(g(0)=-\sigma_1/\varepsilon\) and \(g(L)=\sigma_2/\varepsilon\), where \(\varepsilon\) is the permittivity. The same algebra, which I have done only by hand for this case, gives

\[
P=\frac{\sigma_1^2+\sigma_2^2+2\sigma_1\sigma_2\cosh kL}{\varepsilon^2\sinh^2kL}.
\]

Charges of the same sign would then repel at every separation, and the change of direction would move to opposite charges of unequal size, which attract at long range and repel at short range. Repulsion at every distance, which you expected from two positive potentials, is what two fixed charges of the same sign give. Your electrodes are held at fixed potential, so their charges adjust as the gap narrows.
